# Midpoint levels on a logarithmic mesh underestimate the second moment of a uniform density on [0,1]

Take a uniform density on the single energy cell $[1/2,1]$ and replace it by one level at the midpoint $3/4$ with weight $1/2$. The first moment is exact: $\tfrac12\cdot\tfrac34=\tfrac38=\int_{1/2}^1x\,dx$. The second moment is too small: $\tfrac12\cdot\tfrac9{16}=\tfrac9{32}$, against $\int_{1/2}^1x^2dx=\tfrac7{24}$. The level has lost the spread of energies within the cell.

Halving the energies repeatedly fills $[0,1]$ with such cells. Each contributes $1/8$ of the previous second moment, so the total is $\tfrac9{32}/(1-\tfrac18)=\tfrac9{28}$. The continuum value is $\tfrac13$, and the deficit is $\tfrac1{84}$.

## Moments for any mesh ratio

For $0<q<1$, let cell $n\ge0$ be $[q^{n+1},q^n]$, with weight $w_n$ equal to the integral of the unit density over it and level energy $\varepsilon_n=(q^{n+1}+q^n)/2$. Then

$$\sum_n w_n=1,\qquad \sum_n w_n\varepsilon_n=\frac12,\qquad \sum_n w_n\varepsilon_n^2=\frac{(1+q)^2}{4(1+q+q^2)}<\frac13 .$$

## The bath in an impurity code

Numerical renormalization group codes for Kondo problems use logarithmic meshes, with $q=1/\Lambda$. Some of them shift the mesh or choose level energies other than the midpoints. For a non-interacting bath with constant hybridisation in a band symmetric about the Fermi level, a code using the unshifted mesh and midpoint energies can be tested against these sums on one side of the Fermi level. Energies are then distances from the Fermi level in units of the half-bandwidth, and the weights are the squared magnitudes of the couplings between the impurity and the levels on that side, normalised so that all cells of the infinite mesh together have total weight one. A code that keeps only the first $N$ cells has total weight $1-q^N$, so its sums need that truncation taken into account.

## From one cell to a geometric series

Write $m=(1+q)/2$ and $d=(1-q)/2$. Then $w_n=q^n-q^{n+1}=(1-q)q^n$ and $\varepsilon_n=mq^n$. Cell by cell, $w_n\varepsilon_n=(q^{2n}-q^{2n+2})/2$, which is the integral of $x$ over the cell. For the moment of order $k$,

$$\sum_n w_n\varepsilon_n^k=(1-q)m^k\sum_n(q^{k+1})^n=\frac{(1-q)m^k}{1-q^{k+1}} .$$

Setting $k=0,1,2$ and using $1-q^3=(1-q)(1+q+q^2)$ gives the three values above. The deficit is

$$\frac13-\frac{(1+q)^2}{4(1+q+q^2)}=\frac{4(1+q+q^2)-3(1+q)^2}{12(1+q+q^2)}=\frac{(1-q)^2}{12(1+q+q^2)}>0,$$

which vanishes as $q\to1$.

Higher moments are treated here by two inductions over $k\ge0$. The first proves $2m^{k+2}<1+q^{k+2}$. At $k=0$ the difference of the two sides is $(1-q)^2/2$. For the step, multiply by $m$ and add the positive term $d(1-q^{k+2})$ on the right; since $m+d=1$ and $m-d=q$, the right side becomes $1+q^{k+3}$.

The second proves $(k+3)(1-q)m^{k+2}<1-q^{k+3}$. At $k=0$ the difference is $(1-q)^3/4$. For the step,

$$\begin{aligned}(k+4)(1-q)m^{k+3}&=m\,(k+3)(1-q)m^{k+2}+d\,(2m^{k+3})\\&<m(1-q^{k+3})+d(1+q^{k+3})=1-q^{k+4}.\end{aligned}$$

Dividing by $(k+3)(1-q^{k+3})$ puts the discrete moment of order $k+2$ below $1/(k+3)$, its continuum value.

## The Lean file

```lean
import Mathlib

open Filter Topology

namespace LogarithmicDiscretization

noncomputable section

/-- The weight of the uniform density of states in the energy cell from `q^(n+1)` to `q^n`. -/
def cellWeight (q : ℝ) (n : ℕ) : ℝ := ∫ _x in (q ^ (n + 1))..(q ^ n), (1 : ℝ)

/-- The energy of the discrete level representing cell `n`: the midpoint of the cell. -/
def cellEnergy (q : ℝ) (n : ℕ) : ℝ := (q ^ (n + 1) + q ^ n) / 2

/-- The weight of cell `n` is `q^n - q^(n+1)`, which is its width when `0 < q < 1`. -/
theorem cellWeight_eq (q : ℝ) (n : ℕ) : cellWeight q n = q ^ n - q ^ (n + 1) := by
  simp [cellWeight]

/-- In each cell the discrete level has the same first energy moment as the continuum. -/
theorem cell_first_moment (q : ℝ) (n : ℕ) :
    ∫ x in (q ^ (n + 1))..(q ^ n), x = cellWeight q n * cellEnergy q n := by
  rw [integral_id, cellWeight_eq, cellEnergy]
  ring

/-- The `k`-th energy moment of the uniform density on `[0,1]` is `1/(k+1)`. -/
theorem continuum_moment (k : ℕ) : ∫ x in (0 : ℝ)..1, x ^ k = 1 / ((k : ℝ) + 1) := by
  rw [integral_pow]
  simp

/-- The `k`-th energy moment of the discrete levels, summed over all cells in closed form. -/
theorem hasSum_moment {q : ℝ} (h0 : 0 < q) (h1 : q < 1) (k : ℕ) :
    HasSum (fun n => cellWeight q n * cellEnergy q n ^ k)
      ((1 - q) * ((1 + q) / 2) ^ k / (1 - q ^ (k + 1))) := by
  have hr : q ^ (k + 1) < 1 := pow_lt_one₀ h0.le h1 (Nat.succ_ne_zero k)
  have h := (hasSum_geometric_of_lt_one (by positivity) hr).mul_left
    ((1 - q) * ((1 + q) / 2) ^ k)
  -- self-similarity of the cells turns the moment into a geometric series
  have hf : (fun n => cellWeight q n * cellEnergy q n ^ k) =
      fun n => (1 - q) * ((1 + q) / 2) ^ k * (q ^ (k + 1)) ^ n := by
    funext n
    have e : cellEnergy q n = q ^ n * ((1 + q) / 2) := by
      unfold cellEnergy
      ring
    rw [cellWeight_eq, e, mul_pow]
    generalize ((1 + q) / 2) ^ k = c
    ring
  have hs : (1 - q) * ((1 + q) / 2) ^ k / (1 - q ^ (k + 1)) =
      (1 - q) * ((1 + q) / 2) ^ k * (1 - q ^ (k + 1))⁻¹ := div_eq_mul_inv _ _
  rw [hf, hs]
  exact h

/-- For powers of order at least two, the power of the midpoint of `[q,1]` lies strictly
below the average of the powers of its endpoints. -/
theorem midpoint_pow_lt {q : ℝ} (h0 : 0 < q) (h1 : q < 1) (k : ℕ) :
    2 * ((1 + q) / 2) ^ (k + 2) < 1 + q ^ (k + 2) := by
  induction k with
  | zero => nlinarith [pow_pos (sub_pos.mpr h1) 2]
  | succ k ih =>
    have hm : 0 < (1 + q) / 2 := by linarith
    have hd : 0 < (1 - q) / 2 := by linarith
    have hq : q ^ (k + 2) < 1 := pow_lt_one₀ h0.le h1 (by omega)
    have a := mul_lt_mul_of_pos_left ih hm
    have b := mul_pos hd (sub_pos.mpr hq)
    calc 2 * ((1 + q) / 2) ^ (k + 1 + 2)
        = (1 + q) / 2 * (2 * ((1 + q) / 2) ^ (k + 2)) + 0 := by ring
      _ < (1 + q) / 2 * (1 + q ^ (k + 2)) + (1 - q) / 2 * (1 - q ^ (k + 2)) :=
          add_lt_add a b
      _ = 1 + q ^ (k + 1 + 2) := by ring

/-- For powers of order at least two, the midpoint value times the width of `[q,1]` lies
strictly below the integral of the power over `[q,1]`, here multiplied by `k+3`. -/
theorem midpoint_rule_lt {q : ℝ} (h0 : 0 < q) (h1 : q < 1) (k : ℕ) :
    ((k : ℝ) + 3) * (1 - q) * ((1 + q) / 2) ^ (k + 2) < 1 - q ^ (k + 3) := by
  induction k with
  | zero =>
    norm_num
    nlinarith [pow_pos (sub_pos.mpr h1) 3]
  | succ k ih =>
    have hm : 0 < (1 + q) / 2 := by linarith
    have hd : 0 < (1 - q) / 2 := by linarith
    have a := mul_lt_mul_of_pos_left ih hm
    have b := mul_lt_mul_of_pos_left (midpoint_pow_lt h0 h1 (k + 1)) hd
    calc (((k + 1 : ℕ) : ℝ) + 3) * (1 - q) * ((1 + q) / 2) ^ (k + 1 + 2)
        = (1 + q) / 2 * (((k : ℝ) + 3) * (1 - q) * ((1 + q) / 2) ^ (k + 2))
          + (1 - q) / 2 * (2 * ((1 + q) / 2) ^ (k + 1 + 2)) := by
          push_cast
          ring
      _ < (1 + q) / 2 * (1 - q ^ (k + 3)) + (1 - q) / 2 * (1 + q ^ (k + 1 + 2)) :=
          add_lt_add a b
      _ = 1 - q ^ (k + 1 + 3) := by ring

/-- Every energy moment of order two or higher is strictly smaller for the discrete levels
than for the continuum. -/
theorem higher_moments_lt {q : ℝ} (h0 : 0 < q) (h1 : q < 1) {k : ℕ} (hk : 2 ≤ k) :
    ∑' n, cellWeight q n * cellEnergy q n ^ k < ∫ x in (0 : ℝ)..1, x ^ k := by
  obtain ⟨j, rfl⟩ := Nat.exists_eq_add_of_le' hk
  have hr : q ^ (j + 2 + 1) < 1 := pow_lt_one₀ h0.le h1 (by omega)
  rw [(hasSum_moment h0 h1 (j + 2)).tsum_eq, continuum_moment,
    div_lt_div_iff₀ (sub_pos.mpr hr) (by positivity)]
  calc (1 - q) * ((1 + q) / 2) ^ (j + 2) * (((j + 2 : ℕ) : ℝ) + 1)
      = ((j : ℝ) + 3) * (1 - q) * ((1 + q) / 2) ^ (j + 2) := by
        push_cast
        ring
    _ < 1 - q ^ (j + 3) := midpoint_rule_lt h0 h1 j
    _ = 1 * (1 - q ^ (j + 2 + 1)) := by ring

/-- Logarithmic discretization with midpoint levels has total weight `1` and mean energy `1/2`,
and its second moment `(1+q)²/(4(1+q+q²))` is strictly below that of the continuum. -/
theorem logarithmic_discretization {q : ℝ} (h0 : 0 < q) (h1 : q < 1) :
    HasSum (fun n => cellWeight q n) 1 ∧
    HasSum (fun n => cellWeight q n * cellEnergy q n) (1 / 2) ∧
    HasSum (fun n => cellWeight q n * cellEnergy q n ^ 2)
      ((1 + q) ^ 2 / (4 * (1 + q + q ^ 2))) ∧
    (1 + q) ^ 2 / (4 * (1 + q + q ^ 2)) < ∫ x in (0 : ℝ)..1, x ^ 2 := by
  have hne (k : ℕ) : 1 - q ^ (k + 1) ≠ 0 :=
    (sub_pos.mpr (pow_lt_one₀ h0.le h1 (Nat.succ_ne_zero k))).ne'
  have hp : 0 < 4 * (1 + q + q ^ 2) := by positivity
  refine ⟨?_, ?_, ?_, ?_⟩
  · have h := hasSum_moment h0 h1 0
    have hv : (1 - q) * ((1 + q) / 2) ^ 0 / (1 - q ^ (0 + 1)) = 1 := by
      rw [div_eq_iff (hne 0)]
      ring
    rw [hv] at h
    simpa only [pow_zero, mul_one] using h
  · have h := hasSum_moment h0 h1 1
    have hv : (1 - q) * ((1 + q) / 2) ^ 1 / (1 - q ^ (1 + 1)) = 1 / 2 := by
      rw [div_eq_iff (hne 1)]
      ring
    rw [hv] at h
    simpa only [pow_one] using h
  · have h := hasSum_moment h0 h1 2
    have hv : (1 - q) * ((1 + q) / 2) ^ 2 / (1 - q ^ (2 + 1)) =
        (1 + q) ^ 2 / (4 * (1 + q + q ^ 2)) := by
      rw [div_eq_div_iff (hne 2) hp.ne']
      ring
    rw [hv] at h
    exact h
  · rw [continuum_moment, div_lt_div_iff₀ hp (by positivity)]
    norm_num
    nlinarith [pow_pos (sub_pos.mpr h1) 2]

/-- The exact amount by which the discrete levels underestimate the second energy moment. -/
theorem second_moment_deficit {q : ℝ} (h0 : 0 < q) (h1 : q < 1) :
    (∫ x in (0 : ℝ)..1, x ^ 2) - ∑' n, cellWeight q n * cellEnergy q n ^ 2 =
      (1 - q) ^ 2 / (12 * (1 + q + q ^ 2)) := by
  have h3 : ∫ x in (0 : ℝ)..1, x ^ 2 = 1 / 3 := by
    rw [continuum_moment]
    norm_num
  have hp : 4 * (1 + q + q ^ 2) ≠ 0 := by positivity
  rw [(logarithmic_discretization h0 h1).2.2.1.tsum_eq, h3,
    div_sub_div _ _ (by norm_num) hp, div_eq_div_iff (by positivity) (by positivity)]
  ring

/-- As `q` tends to `1` from below, the discrete second moment tends to the continuum one. -/
theorem second_moment_continuum_limit :
    Tendsto (fun q : ℝ => ∑' n, cellWeight q n * cellEnergy q n ^ 2) (𝓝[<] 1)
      (𝓝 (∫ x in (0 : ℝ)..1, x ^ 2)) := by
  have hc : ContinuousAt (fun q : ℝ => (1 + q) ^ 2 / (4 * (1 + q + q ^ 2))) 1 :=
    ContinuousAt.div (by fun_prop) (by fun_prop) (by norm_num)
  have h : Tendsto (fun q : ℝ => (1 + q) ^ 2 / (4 * (1 + q + q ^ 2))) (𝓝[<] 1)
      (𝓝 ((1 + 1) ^ 2 / (4 * (1 + 1 + 1 ^ 2)))) := hc.tendsto.mono_left nhdsWithin_le_nhds
  have hv : ((1 + 1) ^ 2 / (4 * (1 + 1 + 1 ^ 2)) : ℝ) = ∫ x in (0 : ℝ)..1, x ^ 2 := by
    rw [continuum_moment]
    norm_num
  rw [hv] at h
  -- the closed form holds on the whole interval (0,1)
  refine h.congr' ?_
  filter_upwards [Ioo_mem_nhdsLT (show (0 : ℝ) < 1 by norm_num)] with q hq
  exact (logarithmic_discretization hq.1 hq.2).2.2.1.tsum_eq.symm

end

end LogarithmicDiscretization
```

```lean
#print axioms LogarithmicDiscretization.cell_first_moment
#print axioms LogarithmicDiscretization.higher_moments_lt
#print axioms LogarithmicDiscretization.second_moment_deficit
#print axioms LogarithmicDiscretization.second_moment_continuum_limit
```

```
'LogarithmicDiscretization.cell_first_moment' depends on axioms: [propext, Classical.choice, Quot.sound]
'LogarithmicDiscretization.higher_moments_lt' depends on axioms: [propext, Classical.choice, Quot.sound]
'LogarithmicDiscretization.second_moment_deficit' depends on axioms: [propext, Classical.choice, Quot.sound]
'LogarithmicDiscretization.second_moment_continuum_limit' depends on axioms: [propext, Classical.choice, Quot.sound]
```

## What the theorems cover

`cellWeight` is $w_n$, defined as an integral, and `cellEnergy` is $\varepsilon_n$. The hypotheses `h0` and `h1` say $0<q<1$. In `logarithmic_discretization`, each `HasSum` states that the infinite series converges to the given value; the last clause compares the second moment with the continuum integral itself. `higher_moments_lt` extends the strict inequality to every natural order `k` with `2 ≤ k`, and `second_moment_continuum_limit` takes $q\to1$ from below.

The proof follows the derivation. `hasSum_moment` rewrites the summand as a geometric term; `midpoint_pow_lt` and `midpoint_rule_lt` are the two inductions, with `nlinarith` settling the base cases and each `calc` block carrying out a step. The deficit follows by clearing denominators, and the limit by continuity of the closed form, which equals the series on $(0,1)$.

The statements concern a uniform density, infinitely many cells and exact real arithmetic. They contain no impurity, interaction or Kondo temperature, and they give no error bound for a computed spectrum or conductance. A different density, or another choice of level energy, needs its own calculation.
